# At a linear two-state conical intersection, the correction ⟨u,Wu⟩ by a constant symmetric W has a limit only if W is a multiple of the identity

Q: After a two-state reference calculation I take the lower root, with eigenvector u, and add a correction ⟨u,Wu⟩ to its energy. The matrix W holds the effects that the reference left out, written in the same fixed two-state basis as the reference Hamiltonian, not in the basis of its roots. A colleague adds W to the 2 by 2 Hamiltonian first and then diagonalises. Does the order matter near a conical intersection?

A: It does, already in the simplest model, where W is a constant real symmetric matrix and the reference Hamiltonian is linear in two coordinates x and y:

H = [[x, y], [y, −x]], r = √(x² + y²).

Your correction has a limit at the origin only if W = w·1 for some number w. Your colleague's matrix H+W always has exactly one degeneracy point.

Q: Show me by hand, starting with the lower energy.

A: Let u = (u₀, u₁) be a unit eigenvector with energy E:

x u₀ + y u₁ = E u₀

y u₀ − x u₁ = E u₁

Since H² = r²·1, we have E² = r². The quarter-turned vector (−u₁, u₀) is an eigenvector with energy −E. For the lower state E ≤ −E, so E = −r.

Now multiply the first equation by u₀ and the second by u₁, and subtract. Then multiply the first by u₁ and the second by u₀, and add. With u₀² + u₁² = 1 this gives

x = −r(u₀² − u₁²)

y = −2r u₀u₁

The correction is

⟨u,Wu⟩ = W₀₀u₀² + 2W₀₁u₀u₁ + W₁₁u₁²
= (W₀₀ + W₁₁)/2 + (W₀₀ − W₁₁)(u₀² − u₁²)/2 + 2W₀₁u₀u₁,

and for r > 0 the two relations turn it into

⟨u,Wu⟩ = (W₀₀ + W₁₁)/2 − [x(W₀₀ − W₁₁) + 2yW₀₁]/(2r).

Q: So r cancels along a ray.

A: Yes. Put (x, y) = t(e₀, e₁) with t > 0 and e₀² + e₁² = 1. The value is constant in t:

(W₀₀ + W₁₁)/2 − [e₀(W₀₀ − W₁₁) + 2e₁W₀₁]/2.

A limit at the origin must equal this for every direction. The rays along ±x then force W₀₀ = W₁₁, and those along ±y force W₀₁ = 0. Conversely, W = w·1 gives ⟨u,Wu⟩ = w everywhere.

For the other procedure, H+W has diagonal entries x + W₀₀ and −x + W₁₁ and coupling y + W₀₁. Its levels coincide when the diagonal entries agree and the coupling vanishes, which happens only at

(x, y) = ((W₁₁ − W₀₀)/2, −W₀₁).

Q: Give me numbers.

A: Take W = [[3, 1], [1, 1]] in arbitrary energy units. The correction is 2 − (x + y)/r. At (3, 4) the lower state is (1, −2)/√5, and both the formula and the direct expectation value give 3/5.

Now let a geometry step cross the reference intersection from (0.01, 0) to (−0.01, 0). The reference energy is −0.01 at both ends, but the correction goes from 1 to 3, so the corrected energy jumps from 0.99 to 2.99. Shrinking both displacements equally along the x axis leaves the jump at 2. The matrix H+W instead has its intersection at (−1, −1), where it equals 2·1.

Q: Isn't the jump just the sign change of u around the intersection?

A: No. The correction is quadratic in u, so the sign cancels. What remains is the dependence of the state's composition on direction.

Q: Then I want to see what the formal version calls a Hamiltonian, a lower state and a degeneracy.

A: Here are the definitions.

```lean
import Mathlib

open Matrix Filter Topology

namespace ConicalIntersectionCorrection

noncomputable section

/-- The model Hamiltonian `[[x, y], [y, -x]]` of a conical intersection at the origin. -/
def coneH (p : ℝ × ℝ) : Matrix (Fin 2) (Fin 2) ℝ := !![p.1, p.2; p.2, -p.1]

/-- `u` is a unit eigenvector of `M` whose eigenvalue is the lowest one. -/
def IsLowerState (M : Matrix (Fin 2) (Fin 2) ℝ) (u : Fin 2 → ℝ) : Prop :=
  u ⬝ᵥ u = 1 ∧ ∃ E : ℝ, M *ᵥ u = E • u ∧
    ∀ (F : ℝ) (v : Fin 2 → ℝ), v ≠ 0 → M *ᵥ v = F • v → E ≤ F

/-- The state-specific correction `⟨u, W u⟩`. -/
def correction (W : Matrix (Fin 2) (Fin 2) ℝ) (u : Fin 2 → ℝ) : ℝ := u ⬝ᵥ W *ᵥ u

/-- Every vector is an eigenvector of `M` with one common energy. For symmetric `M` this means that
its two levels coincide. -/
def IsDegenerate (M : Matrix (Fin 2) (Fin 2) ℝ) : Prop :=
  ∃ E : ℝ, ∀ v : Fin 2 → ℝ, M *ᵥ v = E • v
```

The pair `p` is (x, y), and `coneH p` is H. `IsLowerState` asks for normalisation and for an eigenvalue no larger than any other; the value −r is derived. `correction W u` is ⟨u,Wu⟩. `IsDegenerate` says that every vector is an eigenvector with one common energy, which for a real symmetric 2 by 2 matrix means that its two levels coincide.

Q: And the theorem itself? I suspect a smooth choice of u hidden in the hypotheses.

A: There is none. The main theorem, `correction_extends_iff_and_unique_degeneracy`, takes a symmetric `W` and a function `u` that gives some lower state at each `p ≠ 0`. The sign of `u` may change arbitrarily from point to point, and the value of `u` at the origin is irrelevant.

Its first part equates two statements: `correction W (u p)` has a limit as `p` approaches the origin through other points, written `𝓝[≠] 0`, and `W` is a real multiple of the identity. Its second part, with `∃!`, says that exactly one `p` makes `coneH p + W` degenerate.

Symmetry matters for both parts: W = [[0, 1], [−1, 0]] gives zero correction for every real u, yet is no multiple of 1. The off-diagonal entries of H+W are then y + 1 and y − 1, which never vanish together, so no point is degenerate in the sense of `IsDegenerate`.

Q: My W changes with geometry, and my cone is tilted.

A: Then your case is wider than the theorem, which has two real states, an untilted linear cone and a constant W. Within that model it separates correcting a root after diagonalisation from correcting the effective Hamiltonian before it, a choice that arises in multi-state perturbation theory.

Q: Take me through the proof, beginning with the energy.

A: The first lemma writes the eigenvalue equation in components. The second obtains (E² − r²)v₀ = 0 and (E² − r²)v₁ = 0 by `linear_combination`; as v is nonzero, E² = r². The third applies minimality to the quarter-turned vector `![-u 1, u 0]` and gets `E ≤ -E`.

```lean
/-- The eigenvalue equation of the cone Hamiltonian, written in components. -/
theorem eigen_iff (p : ℝ × ℝ) (E : ℝ) (v : Fin 2 → ℝ) :
    coneH p *ᵥ v = E • v ↔
      p.1 * v 0 + p.2 * v 1 = E * v 0 ∧ p.2 * v 0 - p.1 * v 1 = E * v 1 := by
  rw [funext_iff, Fin.forall_fin_two]
  simp [coneH, Matrix.mulVec, dotProduct, Fin.sum_univ_two, sub_eq_add_neg]

/-- Every eigenvalue `E` of the cone Hamiltonian satisfies `E² = x² + y²`. -/
theorem energy_sq {p : ℝ × ℝ} {E : ℝ} {v : Fin 2 → ℝ} (hv : v ≠ 0)
    (h : coneH p *ᵥ v = E • v) : E ^ 2 = p.1 ^ 2 + p.2 ^ 2 := by
  obtain ⟨h0, h1⟩ := (eigen_iff p E v).1 h
  have a0 : (E ^ 2 - (p.1 ^ 2 + p.2 ^ 2)) * v 0 = 0 := by
    linear_combination (-E - p.1) * h0 - p.2 * h1
  have a1 : (E ^ 2 - (p.1 ^ 2 + p.2 ^ 2)) * v 1 = 0 := by
    linear_combination (p.1 - E) * h1 - p.2 * h0
  by_contra hne
  have hs := sub_ne_zero.mpr hne
  exact hv (funext (Fin.forall_fin_two.mpr
    ⟨(mul_eq_zero.mp a0).resolve_left hs, (mul_eq_zero.mp a1).resolve_left hs⟩))

/-- The lower state of the cone Hamiltonian has energy `-√(x² + y²)`. -/
theorem lower_energy {p : ℝ × ℝ} {u : Fin 2 → ℝ} (hu : IsLowerState (coneH p) u) :
    coneH p *ᵥ u = (-√(p.1 ^ 2 + p.2 ^ 2)) • u := by
  obtain ⟨hn, E, hE, hmin⟩ := hu
  have hu0 : u ≠ 0 := by
    rintro rfl
    simp at hn
  obtain ⟨h0, h1⟩ := (eigen_iff p E u).1 hE
  -- a quarter turn of the eigenvector reverses the sign of the energy
  have hw : (![-u 1, u 0] : Fin 2 → ℝ) ≠ 0 := by
    intro h
    have k0 : -u 1 = 0 := congrFun h 0
    have k1 : u 0 = 0 := congrFun h 1
    exact hu0 (funext (Fin.forall_fin_two.mpr ⟨k1, neg_eq_zero.mp k0⟩))
  have hle : E ≤ -E := by
    refine hmin (-E) _ hw ((eigen_iff p (-E) _).2 ⟨?_, ?_⟩)
    · change p.1 * (-u 1) + p.2 * u 0 = -E * (-u 1)
      linear_combination h1
    · change p.2 * (-u 1) - p.1 * u 0 = -E * u 0
      linear_combination -h0
  have hE0 : E ≤ 0 := by linarith
  rw [← energy_sq hu0 hE, Real.sqrt_sq_eq_abs, abs_of_nonpos hE0, neg_neg]
  exact hE
```

Q: Where do the two quadratic relations enter?

A: In the next theorem, as `hx` and `hy`. Their `linear_combination` coefficients are the multipliers we used by hand, together with the normalisation `hn`. Then `hq` rewrites the direction-dependent term through the components of u, and expanding the expectation value finishes the formula.

```lean
/-- Away from the origin, the correction by a symmetric `W` in a lower state of the cone Hamiltonian
is the mean of the diagonal of `W` minus a term that, for given `W`, depends only on the direction
of `(x, y)`. -/
theorem correction_formula {W : Matrix (Fin 2) (Fin 2) ℝ} (hW : W.IsSymm)
    {p : ℝ × ℝ} (hp : p ≠ 0) {u : Fin 2 → ℝ} (hu : IsLowerState (coneH p) u) :
    correction W u = (W 0 0 + W 1 1) / 2 -
      (p.1 * (W 0 0 - W 1 1) + 2 * p.2 * W 0 1) / (2 * √(p.1 ^ 2 + p.2 ^ 2)) := by
  have hpos : 0 < p.1 ^ 2 + p.2 ^ 2 := by
    by_contra hneg
    have k1 : p.1 ^ 2 = 0 := by linarith [sq_nonneg p.1, sq_nonneg p.2]
    have k2 : p.2 ^ 2 = 0 := by linarith [sq_nonneg p.1, sq_nonneg p.2]
    exact hp (Prod.ext (pow_eq_zero_iff two_ne_zero |>.mp k1)
      (pow_eq_zero_iff two_ne_zero |>.mp k2))
  have hr := Real.sqrt_pos.mpr hpos
  obtain ⟨h0, h1⟩ := (eigen_iff p _ u).1 (lower_energy hu)
  have hn := hu.1
  rw [dotProduct, Fin.sum_univ_two] at hn
  generalize √(p.1 ^ 2 + p.2 ^ 2) = r at hr h0 h1 ⊢
  -- the quadratic components of the state are fixed by the direction
  have hx : p.1 = -r * (u 0 ^ 2 - u 1 ^ 2) := by
    linear_combination u 0 * h0 - u 1 * h1 - p.1 * hn
  have hy : p.2 = -r * (2 * u 0 * u 1) := by
    linear_combination u 1 * h0 + u 0 * h1 - p.2 * hn
  have hq : (p.1 * (W 0 0 - W 1 1) + 2 * p.2 * W 0 1) / (2 * r) =
      -((u 0 ^ 2 - u 1 ^ 2) * (W 0 0 - W 1 1) + 4 * u 0 * u 1 * W 0 1) / 2 := by
    rw [div_eq_iff (by positivity)]
    linear_combination (W 0 0 - W 1 1) * hx + 2 * W 0 1 * hy
  have hexp : correction W u =
      u 0 * (W 0 0 * u 0 + W 0 1 * u 1) + u 1 * (W 1 0 * u 0 + W 1 1 * u 1) := by
    simp [correction, Matrix.mulVec, dotProduct, Fin.sum_univ_two]
  rw [hexp, hq, hW.apply 0 1]
  linear_combination (W 0 0 + W 1 1) / 2 * hn
```

Q: And the degeneracy of H+W?

A: The general criterion comes from applying the matrix to the two basis vectors and reading off components. Put into H+W, it leaves two linear equations for x and y, which `linarith` solves.

```lean
/-- For symmetric `M` the levels coincide exactly when the diagonal entries are equal and the
coupling vanishes. -/
theorem isDegenerate_iff {M : Matrix (Fin 2) (Fin 2) ℝ} (hM : M.IsSymm) :
    IsDegenerate M ↔ M 0 0 = M 1 1 ∧ M 0 1 = 0 := by
  constructor
  · rintro ⟨E, h⟩
    have a := congrFun (h ![1, 0]) 0
    have b := congrFun (h ![0, 1]) 1
    have c := congrFun (h ![0, 1]) 0
    simp [Matrix.mulVec, dotProduct, Fin.sum_univ_two] at a b c
    exact ⟨a.trans b.symm, c⟩
  · rintro ⟨h, h01⟩
    have h10 : M 1 0 = 0 := (hM.apply 0 1).trans h01
    refine ⟨M 1 1, fun v => funext (Fin.forall_fin_two.mpr ⟨?_, ?_⟩)⟩ <;>
      simp [Matrix.mulVec, dotProduct, Fin.sum_univ_two, h, h01, h10]

/-- For symmetric `W`, the matrix `H + W` is degenerate at the point
`((W₁₁ - W₀₀)/2, -W₀₁)` and nowhere else. -/
theorem degenerate_point {W : Matrix (Fin 2) (Fin 2) ℝ} (hW : W.IsSymm) (p : ℝ × ℝ) :
    IsDegenerate (coneH p + W) ↔ p = ((W 1 1 - W 0 0) / 2, -W 0 1) := by
  have hc : (coneH p).IsSymm :=
    Matrix.IsSymm.ext (by intro i j; fin_cases i <;> fin_cases j <;> rfl)
  rw [isDegenerate_iff (hc.add hW), Prod.ext_iff]
  change p.1 + W 0 0 = -p.1 + W 1 1 ∧ p.2 + W 0 1 = 0 ↔
    p.1 = (W 1 1 - W 0 0) / 2 ∧ p.2 = -W 0 1
  constructor <;> rintro ⟨h, k⟩ <;> constructor <;> linarith
```

Q: How are the rays treated?

A: As limits for t → 0 from above, written `𝓝[>] 0`. On `t • e` with t > 0 the square root equals t and cancels, so the correction is constant and its limit is immediate. Lean's `e.1` and `e.2` are our e₀ and e₁.

```lean
/-- Approaching the origin along the unit direction `e`, the correction by a symmetric `W` in lower
states of the cone Hamiltonian tends to the mean of the diagonal of `W` minus
`(e₀(W₀₀ - W₁₁) + 2e₁W₀₁)/2`. -/
theorem directional_limit {W : Matrix (Fin 2) (Fin 2) ℝ} (hW : W.IsSymm)
    {u : ℝ × ℝ → Fin 2 → ℝ} (hu : ∀ p, p ≠ 0 → IsLowerState (coneH p) (u p))
    {e : ℝ × ℝ} (he : e.1 ^ 2 + e.2 ^ 2 = 1) :
    Tendsto (fun t : ℝ => correction W (u (t • e))) (𝓝[>] 0)
      (𝓝 ((W 0 0 + W 1 1) / 2 - (e.1 * (W 0 0 - W 1 1) + 2 * e.2 * W 0 1) / 2)) := by
  have he0 : e ≠ 0 := by
    rintro rfl
    simp at he
  refine tendsto_const_nhds.congr' ?_
  filter_upwards [self_mem_nhdsWithin] with t ht
  have ht : 0 < t := ht
  have hp : t • e ≠ 0 := smul_ne_zero ht.ne' he0
  have hr : (t • e).1 ^ 2 + (t • e).2 ^ 2 = t ^ 2 := by
    change (t * e.1) ^ 2 + (t * e.2) ^ 2 = t ^ 2
    linear_combination t ^ 2 * he
  rw [correction_formula hW hp (hu _ hp), hr, Real.sqrt_sq ht.le]
  congr 1
  change _ = (t * e.1 * (W 0 0 - W 1 1) + 2 * (t * e.2) * W 0 1) / (2 * t)
  rw [div_eq_div_iff two_ne_zero (by positivity)]
  ring
```

In the main theorem, `key` says that a limit at the origin must agree with the limit along each ray, because limits are unique. The four axis directions give `a`, `b`, `d` and `f`, from which `linarith` extracts W₁₁ = W₀₀ and W₀₁ = 0. The converse uses only that u is normalised, and the unique degeneracy comes from the explicit point.

```lean
/-- For symmetric `W` and any choice of lower states away from the origin, the state-specific
correction extends continuously to the origin if and only if `W` is a multiple of the identity,
whereas `H + W` always has exactly one degeneracy point. -/
theorem correction_extends_iff_and_unique_degeneracy
    {W : Matrix (Fin 2) (Fin 2) ℝ} (hW : W.IsSymm)
    {u : ℝ × ℝ → Fin 2 → ℝ} (hu : ∀ p, p ≠ 0 → IsLowerState (coneH p) (u p)) :
    ((∃ c, Tendsto (fun p => correction W (u p)) (𝓝[≠] 0) (𝓝 c)) ↔
      ∃ w : ℝ, W = w • (1 : Matrix (Fin 2) (Fin 2) ℝ)) ∧
    ∃! p : ℝ × ℝ, IsDegenerate (coneH p + W) := by
  refine ⟨⟨?_, ?_⟩, ⟨_, (degenerate_point hW _).2 rfl, fun p h => (degenerate_point hW p).1 h⟩⟩
  · rintro ⟨c, hc⟩
    -- a limit at the origin must agree with the limit along every ray
    have key : ∀ e : ℝ × ℝ, e.1 ^ 2 + e.2 ^ 2 = 1 →
        c = (W 0 0 + W 1 1) / 2 - (e.1 * (W 0 0 - W 1 1) + 2 * e.2 * W 0 1) / 2 := by
      intro e he
      have he0 : e ≠ 0 := by
        rintro rfl
        simp at he
      have hcont : Continuous fun t : ℝ => t • e := by fun_prop
      have hpath : Tendsto (fun t : ℝ => t • e) (𝓝[>] 0) (𝓝[≠] 0) := by
        refine tendsto_nhdsWithin_iff.mpr
          ⟨(hcont.tendsto' 0 0 (zero_smul _ _)).mono_left nhdsWithin_le_nhds, ?_⟩
        filter_upwards [self_mem_nhdsWithin] with t ht
        exact smul_ne_zero (ne_of_gt ht) he0
      exact tendsto_nhds_unique (hc.comp hpath) (directional_limit hW hu he)
    -- compare opposite rays along both axes
    have a := key (1, 0) (by norm_num)
    have b := key (-1, 0) (by norm_num)
    have d := key (0, 1) (by norm_num)
    have f := key (0, -1) (by norm_num)
    dsimp only at a b d f
    have h : W 1 1 = W 0 0 := by linarith
    have h01 : W 0 1 = 0 := by linarith
    have h10 : W 1 0 = 0 := (hW.apply 0 1).trans h01
    refine ⟨W 0 0, ?_⟩
    ext i j
    fin_cases i <;> fin_cases j <;> simp [h, h01, h10]
  · rintro ⟨w, rfl⟩
    refine ⟨w, tendsto_const_nhds.congr' ?_⟩
    filter_upwards [self_mem_nhdsWithin] with p hp
    rw [correction, Matrix.smul_mulVec, Matrix.one_mulVec, dotProduct_smul, (hu p hp).1,
      smul_eq_mul, mul_one]
```

Q: One last doubt. If no function `u` met the hypothesis, the main theorem would hold vacuously.

A: An explicit one does. With θ the polar angle of (x, y), take

u = (−sin(θ/2), cos(θ/2)).

The double-angle formulas verify the eigenvalue equation with energy −r. Any other eigenvalue F satisfies F² = r², so it can't lie below −r.

```lean
/-- The real state `(-sin(θ/2), cos(θ/2))`, with `θ` the polar angle of `(x, y)` in `(-π, π]`
(and `θ = 0` at the origin). -/
def halfAngleState (p : ℝ × ℝ) : Fin 2 → ℝ :=
  ![-Real.sin (Complex.arg ⟨p.1, p.2⟩ / 2), Real.cos (Complex.arg ⟨p.1, p.2⟩ / 2)]

/-- The half-angle state is a lower state of the cone Hamiltonian at every point. -/
theorem halfAngleState_witness (p : ℝ × ℝ) : IsLowerState (coneH p) (halfAngleState p) := by
  have hx := Complex.norm_mul_cos_arg ⟨p.1, p.2⟩
  have hy := Complex.norm_mul_sin_arg ⟨p.1, p.2⟩
  have hn : ‖(⟨p.1, p.2⟩ : ℂ)‖ ^ 2 = p.1 ^ 2 + p.2 ^ 2 := by
    rw [Complex.sq_norm, Complex.normSq_apply]
    change p.1 * p.1 + p.2 * p.2 = _
    ring
  have hn0 := norm_nonneg (⟨p.1, p.2⟩ : ℂ)
  unfold halfAngleState
  generalize ‖(⟨p.1, p.2⟩ : ℂ)‖ = n at hx hy hn hn0
  generalize Complex.arg ⟨p.1, p.2⟩ = θ at hx hy ⊢
  have hθ : θ = 2 * (θ / 2) := by ring
  rw [hθ, Real.cos_two_mul] at hx
  rw [hθ, Real.sin_two_mul] at hy
  change _ = p.1 at hx
  change _ = p.2 at hy
  have hsc := Real.sin_sq_add_cos_sq (θ / 2)
  refine ⟨?_, -n, (eigen_iff p _ _).2 ⟨?_, ?_⟩, ?_⟩
  · rw [dotProduct, Fin.sum_univ_two]
    change -Real.sin (θ / 2) * -Real.sin (θ / 2) + Real.cos (θ / 2) * Real.cos (θ / 2) = 1
    linear_combination hsc
  · change p.1 * -Real.sin (θ / 2) + p.2 * Real.cos (θ / 2) = -n * -Real.sin (θ / 2)
    rw [← hx, ← hy]
    ring
  · change p.2 * -Real.sin (θ / 2) - p.1 * Real.cos (θ / 2) = -n * Real.cos (θ / 2)
    rw [← hx, ← hy]
    linear_combination (-2 * n * Real.cos (θ / 2)) * hsc
  · intro F v hv hF
    have hsq := energy_sq hv hF
    by_contra hlt
    nlinarith

end

end ConicalIntersectionCorrection
```

This state changes sign across the negative x axis, where θ jumps from π to −π. That is the geometric phase showing up in a real state, and the correction formula holds on both sides of the cut.

```lean
#print axioms ConicalIntersectionCorrection.correction_extends_iff_and_unique_degeneracy
```

```
'ConicalIntersectionCorrection.correction_extends_iff_and_unique_degeneracy' depends on axioms: [propext, Classical.choice, Quot.sound]
```
